# Transmission through a one-dimensional Dirac mass barrier, inside and above the gap

Q: An electron with linear dispersion travels along $x$ and meets a stretch of length $L$ where a mass term opens a gap. Its energy $E$ lies in that gap, so no propagating wave exists there, yet part of the wave comes out on the far side. How large is that part, and can a formal statement without leads capture it?

A: Set $\hbar=1$. In the barrier the two-component spinor $\psi$ obeys
$$-iv\sigma_x\psi'+m\sigma_z\psi=E\psi ,$$
where $v>0$ is the velocity and $m$ is an energy, half the gap in size; textbooks often write it $mv^2$. For $|E|<|m|$ and $q=\sqrt{m^2-E^2}/v$, the transmission probability is
$$|t|^2=\frac{1}{1+m^2\sinh^2(qL)/(m^2-E^2)} .$$
The leads are massless with the same $v$, and they enter through boundary values. In them, $(1,1)$ moves right and $(1,-1)$ moves left, so $\psi(0)=(1,1)+r(1,-1)$ and $\psi(L)=t(1,1)$, with $r$ and $t$ the reflection and transmission amplitudes.

Q: Show me the derivation before any code.

A: Number the components 0 and 1. The two rows of the equation give
$$\psi_0'=a\psi_1,\quad \psi_1'=b\psi_0,\quad a=\frac{i(E+m)}{v},\quad b=\frac{i(E-m)}{v},$$
and $ab=(m^2-E^2)/v^2=q^2$. Let $C(x)=\cosh qx$ and $S(x)=\sinh(qx)/q$, so that $C'=q^2S$ and $S'=C$. Then
$$(C\psi_0-aS\psi_1)'=q^2S\psi_0+aC\psi_1-aC\psi_1-abS\psi_0=0 .$$
This combination equals $\psi_0(0)$ at $x=0$. The same holds with the components and $a,b$ exchanged. Writing $C,S$ for the values at $L$, we get
$$1+r=t(C-aS),\qquad 1-r=t(C-bS).$$
Half the sum and half the difference are
$$1=t\left(C-\frac{iE}{v}S\right),\qquad r=-\frac{im}{v}S\,t .$$
Since $C^2-q^2S^2=1$, the bracket has squared modulus
$$C^2+\frac{E^2S^2}{v^2}=1+\left(q^2+\frac{E^2}{v^2}\right)S^2=1+\frac{m^2S^2}{v^2}.$$
Insert $S=\sinh(qL)/q$ and $q^2v^2=m^2-E^2$ to obtain the formula. Also $|r|^2=(mS/v)^2|t|^2$, hence $|r|^2+|t|^2=1$.

Q: Now the code. Is its Hamiltonian the same one?

A: Yes, with explicit Pauli matrices. `diracH` takes the value and the derivative of the spinor at one point as separate arguments.

```lean
import Mathlib

open Complex Matrix

namespace DiracMassBarrier

noncomputable section

/-- The Pauli matrix `σ_x`. -/
def σx : Matrix (Fin 2) (Fin 2) ℂ := !![0, 1; 1, 0]

/-- The Pauli matrix `σ_z`. -/
def σz : Matrix (Fin 2) (Fin 2) ℂ := !![1, 0; 0, -1]

/-- The Dirac Hamiltonian `-i v σ_x ∂ + m σ_z` at a point where the spinor has
value `ψ` and derivative `dψ`. -/
def diracH (v m : ℝ) (dψ ψ : Fin 2 → ℂ) : Fin 2 → ℂ :=
  (-(I * v)) • (σx *ᵥ dψ) + (m : ℂ) • (σz *ᵥ ψ)
```

Q: Where is the scattering experiment?

A: In the next structure. `dirac` imposes the equation on $[0,L]$, and the other two fields are the boundary values above. The spinors $(1,\pm1)$ have squared norm 2; normalised, they are $(1,\pm1)/\sqrt2$. The common factor cancels, and equal lead velocities make $|t|^2$ a ratio of currents.

```lean
/-- For `v > 0` and `L ≥ 0`, a state of energy `E` in the barrier `[0, L]`, matched to an incident
wave `(1,1)` and a reflected wave `r (1,-1)` on the left and to a transmitted wave `t (1,1)` on the
right. -/
structure IsScatteringState (v m E L : ℝ) (r t : ℂ) (ψ : ℝ → Fin 2 → ℂ) : Prop where
  dirac : ∀ x ∈ Set.Icc 0 L, ∃ dψ, HasDerivWithinAt ψ dψ (Set.Icc 0 L) x ∧
    diracH v m dψ (ψ x) = (E : ℂ) • ψ x
  left_lead : ψ 0 = ![1, 1] + r • ![1, -1]
  right_lead : ψ L = t • ![1, 1]
```

Q: Should the derivative not match at the interfaces too?

A: That is the Schrödinger habit, and it gives a wrong condition here. The equation is first order and the mass jumps, so $\psi$ is continuous while $\psi'$ jumps. `HasDerivWithinAt` accordingly asks only for one-sided derivatives at the ends. For $m\neq0$, two-sided derivatives there would exclude the spinor that continues into the massless leads.

What you must supply yourself is that the device has massless leads with the same $v$ and abrupt interfaces where the spinor is continuous. `left_lead` and `right_lead` assume this.

Q: And $C$ and $S$?

A: They are specified by their differential equations and initial values, so one argument serves inside and above the gap. The letter `κ` stands for $(m^2-E^2)/v^2$, which is the square of the decay constant $q$ in the gap and is negative above it.

```lean
/-- The two standard solutions of `f'' = κ f`: `C` starts with value 1 and slope 0,
`S` with value 0 and slope 1. -/
structure IsFundamentalPair (κ : ℝ) (C S : ℝ → ℝ) : Prop where
  derivC : ∀ x, HasDerivAt C (κ * S x) x
  derivS : ∀ x, HasDerivAt S (C x) x
  C_zero : C 0 = 1
  S_zero : S 0 = 0
```

Q: Take me through the proof.

A: `dirac_iff` splits the matrix equation into the two rows, in both directions. It needs $v\neq0$ to solve for the derivatives.

```lean
variable {v m E L : ℝ} {r t : ℂ} {ψ : ℝ → Fin 2 → ℂ} {C S : ℝ → ℝ}

/-- For `v ≠ 0` the Dirac equation is a pair of first-order equations, each giving the slope
of one spinor component in terms of the other component. -/
theorem dirac_iff (hv : v ≠ 0) (d φ : Fin 2 → ℂ) :
    diracH v m d φ = (E : ℂ) • φ ↔
      d 0 = I * (E + m) / v * φ 1 ∧ d 1 = I * (E - m) / v * φ 0 := by
  have hv' : (v : ℂ) ≠ 0 := by exact_mod_cast hv
  have hw : (v : ℂ) * (v : ℂ)⁻¹ = 1 := mul_inv_cancel₀ hv'
  have e0 : diracH v m d φ 0 = -(I * v) * d 1 + m * φ 0 := by
    simp [diracH, σx, σz, dotProduct, Fin.sum_univ_succ]
  have e1 : diracH v m d φ 1 = -(I * v) * d 0 + -(m * φ 1) := by
    simp [diracH, σx, σz, dotProduct, Fin.sum_univ_succ]
  constructor
  · intro h
    have h0 := congrFun h 0
    have h1 := congrFun h 1
    rw [e0, Pi.smul_apply, smul_eq_mul] at h0
    rw [e1, Pi.smul_apply, smul_eq_mul] at h1
    constructor
    · apply mul_left_cancel₀ hv'
      linear_combination I * h1 + v * d 0 * I_sq - I * (E + m) * φ 1 * hw
    · apply mul_left_cancel₀ hv'
      linear_combination I * h0 + v * d 1 * I_sq - I * (E - m) * φ 0 * hw
  · rintro ⟨h0, h1⟩
    refine funext (Fin.forall_fin_two.2 ⟨?_, ?_⟩)
    · rw [e0, h1, Pi.smul_apply, smul_eq_mul]
      linear_combination (E - m) * φ 0 * hw - (E - m) * φ 0 * v * (v : ℂ)⁻¹ * I_sq
    · rw [e1, h0, Pi.smul_apply, smul_eq_mul]
      linear_combination (E + m) * φ 1 * hw - (E + m) * φ 1 * v * (v : ℂ)⁻¹ * I_sq
```

`propagate_back` is the zero-derivative calculation. A mean-value bound on $[0,L]$ then makes the combination constant. The indices `i` and `j` let it serve both components.

```lean
/-- For `L ≥ 0`, if two components obey `ψ_i' = a ψ_j` and `ψ_j' = b ψ_i` on `[0, L]` with
`a b = κ`, the fundamental pair carries their values at `L` back to the value of `ψ_i` at `0`. -/
theorem propagate_back {κ : ℝ} (hL : 0 ≤ L) (hp : IsFundamentalPair κ C S)
    {i j : Fin 2} {a b : ℂ} (hab : a * b = κ)
    (h : ∀ x ∈ Set.Icc 0 L, ∃ d, HasDerivWithinAt ψ d (Set.Icc 0 L) x ∧
      d i = a * ψ x j ∧ d j = b * ψ x i) :
    (C L : ℂ) * ψ L i - (S L : ℂ) * (a * ψ L j) = ψ 0 i := by
  -- the back-propagated component has zero derivative
  have hd : ∀ x ∈ Set.Icc 0 L, HasDerivWithinAt
      (fun y : ℝ => (C y : ℂ) * ψ y i - (S y : ℂ) * (a * ψ y j)) 0 (Set.Icc 0 L) x := by
    intro x hx
    obtain ⟨d, hd, hi, hj⟩ := h x hx
    have hψ := hasDerivWithinAt_pi.1 hd
    have hC := (hp.derivC x).ofReal_comp.hasDerivWithinAt (s := Set.Icc 0 L)
    have hS := (hp.derivS x).ofReal_comp.hasDerivWithinAt (s := Set.Icc 0 L)
    refine ((hC.fun_mul (hψ i)).fun_sub (hS.fun_mul ((hψ j).const_mul a))).congr_deriv ?_
    rw [hi, hj, ofReal_mul]
    linear_combination (-(S x : ℂ) * ψ x i) * hab
  have hc := (convex_Icc (0 : ℝ) L).norm_image_sub_le_of_norm_hasDerivWithin_le
    (f' := fun _ => 0) (C := 0) hd (fun _ _ => by simp)
    (Set.left_mem_Icc.2 hL) (Set.right_mem_Icc.2 hL)
  have e := sub_eq_zero.1 (norm_le_zero_iff.1 (hc.trans_eq (zero_mul _)))
  simp only [hp.C_zero, hp.S_zero, ofReal_one, ofReal_zero, one_mul, zero_mul, sub_zero] at e
  exact e
```

`amplitudes` applies it twice and inserts the boundary values; the last two `linear_combination` lines are the half-sum and half-difference.

```lean
/-- Matching at both interfaces fixes the transmission and reflection amplitudes of a barrier
of length `L ≥ 0` with `v ≠ 0`. -/
theorem amplitudes (hv : v ≠ 0) (hL : 0 ≤ L)
    (hp : IsFundamentalPair ((m ^ 2 - E ^ 2) / v ^ 2) C S)
    (h : IsScatteringState v m E L r t ψ) :
    t * (C L - I * E / v * S L) = 1 ∧ r = -I * m / v * S L * t := by
  have hab : I * (E + m) / v * (I * (E - m) / v) = (((m ^ 2 - E ^ 2) / v ^ 2 : ℝ) : ℂ) := by
    push_cast
    linear_combination (((E : ℂ) ^ 2 - m ^ 2) / v ^ 2) * I_sq
  have h0 := propagate_back (i := 0) (j := 1) hL hp hab fun x hx => by
    obtain ⟨d, hd, he⟩ := h.dirac x hx
    exact ⟨d, hd, (dirac_iff hv _ _).1 he⟩
  have h1 := propagate_back (i := 1) (j := 0) hL hp ((mul_comm _ _).trans hab) fun x hx => by
    obtain ⟨d, hd, he⟩ := h.dirac x hx
    exact ⟨d, hd, ((dirac_iff hv _ _).1 he).symm⟩
  have l0 : ψ 0 0 = 1 + r := by rw [h.left_lead]; simp
  have l1 : ψ 0 1 = 1 + -r := by rw [h.left_lead]; simp
  have r0 : ψ L 0 = t := by rw [h.right_lead]; simp
  have r1 : ψ L 1 = t := by rw [h.right_lead]; simp
  rw [l0, r0, r1] at h0
  rw [l1, r0, r1] at h1
  constructor
  · linear_combination (h0 + h1) / 2
  · linear_combination (h1 - h0) / 2
```

`normSq_denominator` shows that $C^2-\kappa S^2$ is constant, then computes the squared modulus of the bracket.

```lean
/-- For the fundamental pair with `κ = (m² - E²) / v²`, the squared modulus of `C(L) - i E S(L) / v`
is `1 + (m S(L) / v)²`. -/
theorem normSq_denominator (hp : IsFundamentalPair ((m ^ 2 - E ^ 2) / v ^ 2) C S) (L : ℝ) :
    normSq (C L - I * E / v * S L) = 1 + (m * S L / v) ^ 2 := by
  -- the invariant C² - κ S² = 1
  have hd : ∀ x, HasDerivAt
      (fun y => C y * C y - (m ^ 2 - E ^ 2) / v ^ 2 * (S y * S y)) 0 x := fun x =>
    (((hp.derivC x).fun_mul (hp.derivC x)).fun_sub
      (((hp.derivS x).fun_mul (hp.derivS x)).const_mul _)).congr_deriv (by ring)
  have e : C L * C L - (m ^ 2 - E ^ 2) / v ^ 2 * (S L * S L)
      = C 0 * C 0 - (m ^ 2 - E ^ 2) / v ^ 2 * (S 0 * S 0) :=
    is_const_of_deriv_eq_zero (fun x => (hd x).differentiableAt) (fun x => (hd x).deriv) L 0
  rw [hp.C_zero, hp.S_zero] at e
  have z : (C L : ℂ) - I * E / v * S L = (C L : ℂ) + ((-(E / v * S L) : ℝ) : ℂ) * I := by
    push_cast; ring
  rw [z, normSq_add_mul_I]
  linear_combination e
```

`probabilities` takes squared moduli of both amplitude relations, which gives $|t|^2$ and probability conservation.

```lean
/-- Transmission probability in terms of the solution `S`, and conservation of probability,
for `v ≠ 0` and `L ≥ 0`. -/
theorem probabilities (hv : v ≠ 0) (hL : 0 ≤ L)
    (hp : IsFundamentalPair ((m ^ 2 - E ^ 2) / v ^ 2) C S)
    (h : IsScatteringState v m E L r t ψ) :
    ‖t‖ ^ 2 = 1 / (1 + (m * S L / v) ^ 2) ∧ ‖r‖ ^ 2 + ‖t‖ ^ 2 = 1 := by
  obtain ⟨ht, hr⟩ := amplitudes hv hL hp h
  have h1 := congrArg normSq ht
  rw [normSq_mul, normSq_denominator hp, normSq_one] at h1
  have hr' : r = ((-(m / v * S L) : ℝ) : ℂ) * I * t := by rw [hr]; push_cast; ring
  have h2 : normSq r = (m * S L / v) ^ 2 * normSq t := by
    rw [hr', normSq_mul, normSq_mul, normSq_ofReal, normSq_I]; ring
  rw [← normSq_eq_norm_sq, ← normSq_eq_norm_sq]
  exact ⟨by rw [eq_div_iff (by positivity)]; exact h1, by linear_combination h2 + h1⟩
```

`cosh_pair` checks that the hyperbolic functions satisfy the required equations.

```lean
/-- For `q ≠ 0` the evanescent functions `cosh qx` and `sinh qx / q` are the fundamental pair
of `f'' = q² f`. -/
theorem cosh_pair {q : ℝ} (hq : q ≠ 0) :
    IsFundamentalPair (q ^ 2) (fun x => Real.cosh (q * x)) (fun x => Real.sinh (q * x) / q) := by
  have hl : ∀ x, HasDerivAt (fun y : ℝ => q * y) q x := fun x => by
    simpa using (hasDerivAt_id' x).const_mul q
  exact ⟨fun x => (hl x).cosh.congr_deriv (by field_simp),
    fun x => ((hl x).sinh.div_const q).congr_deriv (by field_simp), by simp, by simp⟩
```

Q: Could the formula be about states that don't exist?

A: Not in the gap. The next theorem builds one by integrating backwards from the transmitted wave, with $t=1/D$ and $D=C-iES/v$. This is allowed because $|D|^2\geq1$.

```lean
/-- For `v ≠ 0`, every energy in the gap, `|E| < |m|`, and every real `L`, the conditions of
`IsScatteringState` can be satisfied. -/
theorem exists_scatteringState (hv : v ≠ 0) (hE : |E| < |m|) (L : ℝ) :
    ∃ r t ψ, IsScatteringState v m E L r t ψ := by
  have hκ : 0 < (m ^ 2 - E ^ 2) / v ^ 2 := div_pos (sub_pos.2 (sq_lt_sq.2 hE)) (by positivity)
  have hp := cosh_pair (Real.sqrt_pos.2 hκ).ne'
  rw [Real.sq_sqrt hκ.le] at hp
  generalize (fun x => Real.cosh (√((m ^ 2 - E ^ 2) / v ^ 2) * x)) = C at hp
  generalize (fun x => Real.sinh (√((m ^ 2 - E ^ 2) / v ^ 2) * x) / _) = S at hp
  obtain ⟨D, hD⟩ : ∃ D : ℂ, D = C L - I * E / v * S L := ⟨_, rfl⟩
  have hD0 : D ≠ 0 := by
    intro h0
    have hn := normSq_denominator hp L
    rw [← hD, h0, normSq_zero] at hn
    linarith [sq_nonneg (m * S L / v)]
  have hDD : D⁻¹ * (C L - I * E / v * S L) = 1 := by rw [← hD]; exact inv_mul_cancel₀ hD0
  -- integrate backwards from the transmitted wave
  have key : ∀ a b : ℂ, a * b = ((m : ℂ) ^ 2 - E ^ 2) / v ^ 2 → ∀ x : ℝ,
      HasDerivAt (fun y : ℝ => D⁻¹ * ((C (L - y) : ℂ) - S (L - y) * a))
        (a * (D⁻¹ * ((C (L - x) : ℂ) - S (L - x) * b))) x := by
    intro a b hab x
    have hl : HasDerivAt (fun y : ℝ => L - y) (-1) x := by
      simpa using (hasDerivAt_id' x).const_sub L
    have hC : HasDerivAt (fun y : ℝ => (C (L - y) : ℂ)) _ x :=
      ((hp.derivC (L - x)).comp x hl).ofReal_comp
    have hS : HasDerivAt (fun y : ℝ => (S (L - y) : ℂ)) _ x :=
      ((hp.derivS (L - x)).comp x hl).ofReal_comp
    refine ((hC.fun_sub (hS.mul_const a)).const_mul D⁻¹).congr_deriv ?_
    push_cast
    linear_combination D⁻¹ * S (L - x) * hab
  have hab : I * (E + m) / v * (I * (E - m) / v) = ((m : ℂ) ^ 2 - E ^ 2) / v ^ 2 := by
    linear_combination (((E : ℂ) ^ 2 - m ^ 2) / v ^ 2) * I_sq
  refine ⟨-I * m / v * S L * D⁻¹, D⁻¹,
    fun x => ![D⁻¹ * ((C (L - x) : ℂ) - S (L - x) * (I * (E + m) / v)),
      D⁻¹ * ((C (L - x) : ℂ) - S (L - x) * (I * (E - m) / v))],
    ⟨fun x _ => ⟨![_, _], hasDerivWithinAt_pi.2 (Fin.forall_fin_two.2
      ⟨(key _ _ hab x).hasDerivWithinAt,
        (key _ _ ((mul_comm _ _).trans hab) x).hasDerivWithinAt⟩),
      (dirac_iff hv _ _).2 ⟨rfl, rfl⟩⟩, ?_, ?_⟩⟩
  · refine funext (Fin.forall_fin_two.2 ⟨?_, ?_⟩)
    · show D⁻¹ * ((C (L - 0) : ℂ) - S (L - 0) * (I * (E + m) / v))
        = 1 + (-I * m / v * S L * D⁻¹) * 1
      rw [sub_zero]
      linear_combination hDD
    · show D⁻¹ * ((C (L - 0) : ℂ) - S (L - 0) * (I * (E - m) / v))
        = 1 + (-I * m / v * S L * D⁻¹) * (-1)
      rw [sub_zero]
      linear_combination hDD
  · refine funext (Fin.forall_fin_two.2 ⟨?_, ?_⟩) <;> simp [hp.C_zero, hp.S_zero]
```

Q: Then what exactly does the main theorem say?

A: For $v\neq0$, $L\geq0$ and $|E|<|m|$, every scattering state has the stated $|t|^2$. Either sign of $m$ is allowed. Negative $v$ is allowed too, but then $(1,1)$ moves left, so the reading as a wave incident from the left requires $v>0$. The proof puts `cosh_pair` into `probabilities` and replaces $m^2-E^2$ by $q^2v^2$, after which the two sides agree.

```lean
/-- Tunnelling through a Dirac mass barrier: for `v ≠ 0`, `L ≥ 0` and `|E| < |m|` the
transmission probability is `1 / (1 + m² sinh²(qL) / (m² - E²))` with `q = √(m² - E²) / v`. -/
theorem transmission_in_gap {q : ℝ} (hv : v ≠ 0) (hL : 0 ≤ L) (hE : |E| < |m|)
    (hq : q = √(m ^ 2 - E ^ 2) / v) (h : IsScatteringState v m E L r t ψ) :
    ‖t‖ ^ 2 = 1 / (1 + m ^ 2 * Real.sinh (q * L) ^ 2 / (m ^ 2 - E ^ 2)) := by
  have hpos : 0 < m ^ 2 - E ^ 2 := sub_pos.2 (sq_lt_sq.2 hE)
  have hq0 : q ≠ 0 := by rw [hq]; exact div_ne_zero (Real.sqrt_pos.2 hpos).ne' hv
  have hq2 : q ^ 2 = (m ^ 2 - E ^ 2) / v ^ 2 := by rw [hq, div_pow, Real.sq_sqrt hpos.le]
  have hp := cosh_pair hq0
  rw [hq2] at hp
  have hT : ‖t‖ ^ 2 = 1 / (1 + (m * (Real.sinh (q * L) / q) / v) ^ 2) :=
    (probabilities hv hL hp h).1
  have hk : m ^ 2 - E ^ 2 = q ^ 2 * v ^ 2 := by rw [hq2]; field_simp
  rw [hT, hk]
  generalize Real.sinh (q * L) = s
  congr 2
  field_simp
```

Q: Would $|E|\leq|m|$ do?

A: No. Take $E=m=v=L=1$. Then $\psi_1'=0$ and $\psi_0'=2i\psi_1$, so $1-r=t$ and $1+r=t(1-2i)$. Adding gives $t=1/(1-i)$ and $|t|^2=1/2$. The formula contains $0/0$, which Lean evaluates as 0, so it would claim $|t|^2=1$.

Q: And above the gap?

A: For $|E|>|m|$, which also covers energies below the gap, the pair becomes $\cos kx$ and $\sin(kx)/k$, with $k=\sqrt{E^2-m^2}/v$. The same argument gives $|t|^2=1/(1+m^2\sin^2(kL)/(E^2-m^2))$ for any scattering state at that energy. For $m\neq0$ this oscillates as $L$ varies; for $m=0$ it is 1. The existence theorem concerns only the gap.

Q: Where would I use this?

A: In two-band $k\cdot p$ models that reduce to the Hamiltonian above, both formulas give reference values for a transfer-matrix calculation or for the continuum limit of a lattice calculation, provided the problem is one-dimensional and non-interacting, with a uniform, abrupt mass barrier between massless leads of the same velocity.

```lean
/-- Above the gap, `|m| < |E|`, with `v ≠ 0` and `L ≥ 0`, the transmission probability is
`1 / (1 + m² sin²(kL) / (E² - m²))`, where `k = √(E² - m²) / v`. -/
theorem transmission_above_gap {k : ℝ} (hv : v ≠ 0) (hL : 0 ≤ L) (hE : |m| < |E|)
    (hk : k = √(E ^ 2 - m ^ 2) / v) (h : IsScatteringState v m E L r t ψ) :
    ‖t‖ ^ 2 = 1 / (1 + m ^ 2 * Real.sin (k * L) ^ 2 / (E ^ 2 - m ^ 2)) := by
  have hpos : 0 < E ^ 2 - m ^ 2 := sub_pos.2 (sq_lt_sq.2 hE)
  have hk0 : k ≠ 0 := by rw [hk]; exact div_ne_zero (Real.sqrt_pos.2 hpos).ne' hv
  have hk2 : k ^ 2 = (E ^ 2 - m ^ 2) / v ^ 2 := by rw [hk, div_pow, Real.sq_sqrt hpos.le]
  have hκ : (m ^ 2 - E ^ 2) / v ^ 2 = -k ^ 2 := by rw [hk2]; ring
  have hl : ∀ x, HasDerivAt (fun y : ℝ => k * y) k x := fun x => by
    simpa using (hasDerivAt_id' x).const_mul k
  -- propagating waves replace the evanescent ones
  have hp : IsFundamentalPair ((m ^ 2 - E ^ 2) / v ^ 2)
      (fun x => Real.cos (k * x)) (fun x => Real.sin (k * x) / k) := by
    rw [hκ]
    exact ⟨fun x => (hl x).cos.congr_deriv (by field_simp),
      fun x => ((hl x).sin.div_const k).congr_deriv (by field_simp), by simp, by simp⟩
  have hT : ‖t‖ ^ 2 = 1 / (1 + (m * (Real.sin (k * L) / k) / v) ^ 2) :=
    (probabilities hv hL hp h).1
  have he : E ^ 2 - m ^ 2 = k ^ 2 * v ^ 2 := by rw [hk2]; field_simp
  rw [hT, he]
  generalize Real.sin (k * L) = s
  congr 2
  field_simp

end

end DiracMassBarrier
```

```lean
#print axioms DiracMassBarrier.exists_scatteringState
-- 'DiracMassBarrier.exists_scatteringState' depends on axioms: [propext, Classical.choice, Quot.sound]
#print axioms DiracMassBarrier.transmission_in_gap
-- 'DiracMassBarrier.transmission_in_gap' depends on axioms: [propext, Classical.choice, Quot.sound]
#print axioms DiracMassBarrier.transmission_above_gap
-- 'DiracMassBarrier.transmission_above_gap' depends on axioms: [propext, Classical.choice, Quot.sound]
```
